# The unique maximum of the rotational curve $L/r^2 - C/r^n$ for $C, L > 0$ and $n > 2$

A rotating diatomic molecule can hold levels above its dissociation limit, because the centrifugal term puts a barrier between the bound region and the separated atoms. As the rotation increases, the barrier rises and moves inwards. Its height as a function of rotational strength is the limiting curve of dissociation. How does this curve follow from the long-range attraction?

Take the energy of the separated atoms as zero and write, for distances $r>0$,
$$V(r)=\frac{L}{r^2}-\frac{C}{r^n}.$$
Here $L=\hbar^2J(J+1)/(2\mu)$, with rotational quantum number $J\ge 1$ and reduced mass $\mu$. The constant $C>0$ is the strength of the leading attraction and $n$ its inverse power; $n=6$ describes dispersion between neutral atoms. The model keeps one attractive term and omits the short-range repulsive wall, so "global" refers to this two-term curve and not to a full molecular potential.

In Lean, `rotCurve C L n r` is $V(r)$. All arguments are real, and $n$ need not be an integer. The condition $r>0$ appears in the theorems, not in the definition.

```lean
import Mathlib

namespace RotationalBarrier

noncomputable section

/-- The long-range rotational curve `L / r ^ 2 - C / r ^ n`, for distances `r > 0`. -/
def rotCurve (C L n r : ℝ) : ℝ := L / r ^ 2 - C / r ^ n
```

Two closed expressions also receive names, `barrierRadius` and `barrierHeight`. Neither definition mentions a maximum; that property has to be proved.

```lean
/-- The barrier radius `(n C / (2 L)) ^ (1 / (n - 2))`, for `C, L > 0` and `n > 2`. -/
def barrierRadius (C L n : ℝ) : ℝ := (n * C / (2 * L)) ^ (1 / (n - 2))

/-- The barrier height `L (1 - 2 / n) (2 L / (n C)) ^ (2 / (n - 2))`,
for `C, L > 0` and `n > 2`. -/
def barrierHeight (C L n : ℝ) : ℝ :=
  L * (1 - 2 / n) * (2 * L / (n * C)) ^ (2 / (n - 2))
```

## (a) One variable for the distance

Setting $V'(r)=-2L/r^3+nC/r^{n+1}$ to zero suggests a radius $r_0>0$ with $r_0^{n-2}=nC/(2L)$. For such an $r_0$, with $L>0$ and $n>2$, put $x=(r_0/r)^2$ and show that
$$V(r)=\frac{L}{r_0^2}\left(x-\frac2n\,x^{n/2}\right).$$

**Solution.** The centrifugal term is $L/r^2=(L/r_0^2)\,x$. The condition on $r_0$ gives $C=(2L/n)\,r_0^{n-2}$, so
$$\frac{C}{r^n}=\frac{2L}{n\,r_0^2}\left(\frac{r_0}{r}\right)^n=\frac{L}{r_0^2}\,\frac2n\,x^{n/2}.$$
Subtract. In the proof, `hx` rewrites $x^{n/2}$ as $r_0^n/r^n$, and `h2` is the condition on $r_0$ multiplied by $r_0^2$. No derivative is used: the condition enters as the hypothesis `h`.

```lean
/-- For `L > 0` and `n > 2`, let `r₀ > 0` satisfy `r₀ ^ (n - 2) = n C / (2 L)`. In units of `r₀`
the curve at `r > 0` depends on the distance only through `x = (r₀ / r) ^ 2`, as
`x - (2 / n) x ^ (n / 2)` times `L / r₀ ^ 2`. -/
theorem rotCurve_reduced {C L n r₀ r : ℝ} (hL : 0 < L) (hn : 2 < n) (h0 : 0 < r₀)
    (hr : 0 < r) (h : r₀ ^ (n - 2) = n * C / (2 * L)) :
    rotCurve C L n r =
      L / r₀ ^ 2 * ((r₀ / r) ^ 2 - 2 / n * ((r₀ / r) ^ 2) ^ (n / 2)) := by
  have hn0 : n ≠ 0 := (by linarith : 0 < n).ne'
  have hx : ((r₀ / r) ^ 2) ^ (n / 2) = r₀ ^ n / r ^ n := by
    rw [← Real.rpow_natCast (r₀ / r) 2, ← Real.rpow_mul (by positivity),
      ← Real.div_rpow h0.le hr.le]
    congr 1
    push_cast
    ring
  -- the stationarity relation eliminates the n-th power of r₀
  have h2 : r₀ ^ n = n * C / (2 * L) * r₀ ^ 2 := by
    rw [← h, ← Real.rpow_natCast r₀ 2, ← Real.rpow_add h0]
    congr 1
    push_cast
    ring
  have hq : r ^ n ≠ 0 := (Real.rpow_pos_of_pos hr n).ne'
  rw [rotCurve, hx, h2]
  generalize r ^ n = q at hq ⊢
  field_simp
```

## (b) The value at the stationary radius

Under the same conditions, show that
$$V(r_0)=L\left(1-\frac2n\right)\left(\frac{2L}{nC}\right)^{2/(n-2)}.$$

**Solution.** At $r=r_0$ we have $x=1$, so (a) gives $V(r_0)=(L/r_0^2)(1-2/n)$. Moreover,
$$\frac1{r_0^2}=\left(r_0^{-(n-2)}\right)^{2/(n-2)}=\left(\frac{2L}{nC}\right)^{2/(n-2)}.$$
The steps `hb` and `he` supply the base and the exponent of this last line.

```lean
/-- For `L > 0` and `n > 2`, the curve takes the value `barrierHeight C L n` at a distance
`r₀ > 0` with `r₀ ^ (n - 2) = n C / (2 L)`. -/
theorem rotCurve_eq_height {C L n r₀ : ℝ} (hL : 0 < L) (hn : 2 < n) (h0 : 0 < r₀)
    (h : r₀ ^ (n - 2) = n * C / (2 * L)) :
    rotCurve C L n r₀ = barrierHeight C L n := by
  have hn2 : n - 2 ≠ 0 := (sub_pos.2 hn).ne'
  have hb : 2 * L / (n * C) = r₀ ^ (-(n - 2)) := by
    rw [Real.rpow_neg h0.le, h, inv_div]
  have he : -(n - 2) * (2 / (n - 2)) = -((2 : ℕ) : ℝ) := by
    push_cast
    field_simp
  rw [rotCurve_reduced hL hn h0 h0 h, div_self h0.ne', one_pow, Real.one_rpow,
    barrierHeight, hb, ← Real.rpow_mul h0.le, he, Real.rpow_neg h0.le, Real.rpow_natCast]
  ring
```

## (c) Every other distance lies lower

Show that, for $r>0$ with $r\ne r_0$,
$$V(r)<V(r_0).$$

**Solution.** Both distances are positive, so $x>0$ and $x\neq1$. The strict Bernoulli inequality with exponent $n/2>1$ reads
$$x^{n/2}>1+\frac n2(x-1).$$
Multiplying by $2/n$ and rearranging gives
$$x-\frac2n x^{n/2}<1-\frac2n.$$
Multiply by $L/r_0^2>0$ and use (a) on both sides. Bernoulli's inequality is `hb` in the proof, and `hm` is its multiple by $2/n$. The comparison holds at all distances at once, which a second-derivative test would not give.

```lean
/-- For `L > 0` and `n > 2`, the curve at any other positive distance lies strictly below its
value at a distance `r₀ > 0` with `r₀ ^ (n - 2) = n C / (2 L)`. -/
theorem rotCurve_lt {C L n r₀ r : ℝ} (hL : 0 < L) (hn : 2 < n) (h0 : 0 < r₀)
    (hr : 0 < r) (h : r₀ ^ (n - 2) = n * C / (2 * L)) (hne : r ≠ r₀) :
    rotCurve C L n r < rotCurve C L n r₀ := by
  have hn0 : 0 < n := by linarith
  rw [rotCurve_reduced hL hn h0 hr h, rotCurve_reduced hL hn h0 h0 h,
    div_self h0.ne', one_pow, Real.one_rpow]
  have hx0 : 0 < (r₀ / r) ^ 2 := by positivity
  have hx1 : (r₀ / r) ^ 2 ≠ 1 := by
    intro hx
    have h1 : r₀ / r = 1 :=
      (pow_eq_one_iff_of_nonneg (by positivity) two_ne_zero).mp hx
    exact hne ((div_eq_one_iff_eq hr.ne').mp h1).symm
  generalize (r₀ / r) ^ 2 = x at hx0 hx1 ⊢
  -- strict Bernoulli inequality with exponent n / 2 > 1
  have hb : 1 + n / 2 * (x - 1) < (1 + (x - 1)) ^ (n / 2) :=
    one_add_mul_self_lt_rpow_one_add (by linarith) (sub_ne_zero.2 hx1) (by linarith)
  rw [add_sub_cancel] at hb
  have hm := mul_lt_mul_of_pos_left hb (by positivity : 0 < 2 / n)
  have e : 2 / n * (n / 2) = 1 := by field_simp
  have e' : 2 / n * (1 + n / 2 * (x - 1)) = 2 / n + (x - 1) := by
    linear_combination (x - 1) * e
  have hpos : 0 < L / r₀ ^ 2 := by positivity
  exact mul_lt_mul_of_pos_left (by linarith) hpos
```

## (d) The barrier

For $C,L>0$ and $n>2$, show that $R=\left(nC/(2L)\right)^{1/(n-2)}$ is the unique global maximum point of $V$ on $r>0$:
$$R>0,\qquad R^{n-2}=\frac{nC}{2L},\qquad V(r)<V(R)\quad(r>0,\ r\neq R),$$
with $V(R)$ equal to the height found in (b).

**Solution.** A real power of a positive number is positive, and raising $R$ to the power $n-2$ cancels the exponent. So $R$ is a valid $r_0$, and (b) and (c) apply. The Lean statement joins the four assertions by `∧`; the strict inequality in the last one contains the uniqueness.

```lean
/-- For `C, L > 0` and real `n > 2`, the long-range rotational curve has a unique global maximum
on `r > 0`. It lies at the barrier radius, where `r ^ (n - 2) = n C / (2 L)`, and its value is
the barrier height. -/
theorem rotational_barrier {C L n : ℝ} (hC : 0 < C) (hL : 0 < L) (hn : 2 < n) :
    0 < barrierRadius C L n ∧
    barrierRadius C L n ^ (n - 2) = n * C / (2 * L) ∧
    rotCurve C L n (barrierRadius C L n) = barrierHeight C L n ∧
    ∀ r, 0 < r → r ≠ barrierRadius C L n → rotCurve C L n r < barrierHeight C L n := by
  have hn0 : 0 < n := by linarith
  have hn2 : n - 2 ≠ 0 := (sub_pos.2 hn).ne'
  have hb : 0 < n * C / (2 * L) := by positivity
  have hR : 0 < barrierRadius C L n := Real.rpow_pos_of_pos hb _
  have hs : barrierRadius C L n ^ (n - 2) = n * C / (2 * L) := by
    rw [barrierRadius, ← Real.rpow_mul hb.le, one_div_mul_cancel hn2, Real.rpow_one]
  have hV := rotCurve_eq_height hL hn hR hs
  refine ⟨hR, hs, hV, fun r hr hne => ?_⟩
  rw [← hV]
  exact rotCurve_lt hL hn hR hr hs hne
```

## (e) The limiting curve of dissociation

Write $B(L)$ for the barrier height at fixed $C$ and $n$. For $t>0$, show that
$$B(tL)=t^{\,n/(n-2)}\,B(L).$$

**Solution.** The prefactor $L$ contributes $t$ and the power contributes $t^{2/(n-2)}$. The exponents add to $1+2/(n-2)=n/(n-2)$. Since $L\propto J(J+1)$, the limiting curve of this two-term model grows as $[J(J+1)]^{n/(n-2)}$.

```lean
/-- Scaling of the limiting curve of dissociation: for `C, L > 0` and `n > 2`, multiplying the
rotational strength `L` by `t > 0` multiplies the barrier height by `t ^ (n / (n - 2))`. -/
theorem barrierHeight_scaling {C L n t : ℝ} (hC : 0 < C) (hL : 0 < L) (hn : 2 < n)
    (ht : 0 < t) :
    barrierHeight C (t * L) n = t ^ (n / (n - 2)) * barrierHeight C L n := by
  have hn0 : 0 < n := by linarith
  have e : (n - 2) / (n - 2) = 1 := div_self (sub_pos.2 hn).ne'
  have he : n / (n - 2) = 1 + 2 / (n - 2) := by linear_combination e
  have hb : 2 * (t * L) / (n * C) = t * (2 * L / (n * C)) := by ring
  rw [barrierHeight, barrierHeight, hb, Real.mul_rpow ht.le (by positivity), he,
    Real.rpow_add ht, Real.rpow_one]
  ring
```

## (f) Energies that clear the curve

For a real energy $E$, show that
$$V(r)<E\ \text{ for all } r>0\quad\Longleftrightarrow\quad B(L)<E.$$

**Solution.** From left to right, take $r=R$. From right to left, $V(r)\le B(L)<E$ by (d); the proof treats $r=R$ and $r\neq R$ separately. This is the classical condition for passing the barrier in the two-term model; in a molecule, a quantum level between the dissociation limit and the top of the barrier can still decay by tunnelling.

```lean
/-- For `C, L > 0` and `n > 2`, an energy `E` lies above the rotational curve at every distance
`r > 0` exactly when it exceeds the barrier height. -/
theorem above_curve_iff {C L n : ℝ} (hC : 0 < C) (hL : 0 < L) (hn : 2 < n) (E : ℝ) :
    (∀ r, 0 < r → rotCurve C L n r < E) ↔ barrierHeight C L n < E := by
  obtain ⟨hR, _, hV, hlt⟩ := rotational_barrier hC hL hn
  constructor
  · intro h
    have h1 := h _ hR
    rwa [hV] at h1
  · intro h r hr
    by_cases hne : r = barrierRadius C L n
    · rw [hne, hV]
      exact h
    · exact (hlt r hr hne).trans h
```

## (g) Dispersion attraction

For $n=6$, show that
$$B(L)=\frac{2L}{3}\sqrt{\frac{L}{3C}}.$$

**Solution.** Here $1-2/n=2/3$, $2L/(6C)=L/(3C)$, and the exponent $2/(n-2)$ is $1/2$. The Lean theorem is an identity between the two expressions for all real $C$ and $L$; by (d), their common value is the height of the barrier when $C,L>0$.

```lean
/-- At `n = 6` the expression `barrierHeight C L n` equals `(2 L / 3) √(L / (3 C))`, for all real
`C` and `L`. -/
theorem barrierHeight_six (C L : ℝ) :
    barrierHeight C L 6 = 2 * L / 3 * √(L / (3 * C)) := by
  have he : (2 : ℝ) / (6 - 2) = 1 / 2 := by norm_num
  have hb : 2 * L / (6 * C) = L / (3 * C) := by ring
  rw [barrierHeight, Real.sqrt_eq_rpow, he, hb]
  ring
```

## (h) The borderline exponent

Let $n=2$ and $C\neq L$. Show that for every $r_0>0$ there is an $r>0$ with
$$V(r_0)<V(r).$$

**Solution.** Now $V(r)=(L-C)/r^2$. If $L>C$, halving the distance multiplies a positive value by 4. If $L<C$, doubling the distance leaves a quarter of a negative value, which is higher. Thus $n>2$ in (d) cannot be relaxed to $n\ge2$: an inverse-square attraction only changes the coefficient of $1/r^2$, from $L$ to $L-C$.

```lean
/-- At the exponent `n = 2` with `C ≠ L` the curve has no maximum: every distance `r₀ > 0` is
surpassed by another one. -/
theorem no_maximum_at_two {C L : ℝ} (h : C ≠ L) {r₀ : ℝ} (h0 : 0 < r₀) :
    ∃ r, 0 < r ∧ rotCurve C L 2 r₀ < rotCurve C L 2 r := by
  have e : ∀ r, rotCurve C L 2 r = (L - C) / r ^ 2 := by
    intro r
    rw [rotCurve, Real.rpow_two]
    ring
  rcases lt_or_gt_of_ne h with h | h
  · -- net repulsion: moving inwards raises the curve
    refine ⟨r₀ / 2, by positivity, ?_⟩
    have hp : 0 < (L - C) / r₀ ^ 2 := div_pos (sub_pos.2 h) (by positivity)
    have h4 : (L - C) / (r₀ / 2) ^ 2 = 4 * ((L - C) / r₀ ^ 2) := by field_simp; norm_num
    rw [e, e, h4]
    linarith
  · -- net attraction: moving outwards raises the curve
    refine ⟨2 * r₀, by positivity, ?_⟩
    have hp : (L - C) / r₀ ^ 2 < 0 := div_neg_of_neg_of_pos (sub_neg.2 h) (by positivity)
    have h4 : (L - C) / (2 * r₀) ^ 2 = 1 / 4 * ((L - C) / r₀ ^ 2) := by ring
    rw [e, e, h4]
    linarith

end

end RotationalBarrier
```

```lean
#print axioms RotationalBarrier.rotational_barrier
#print axioms RotationalBarrier.above_curve_iff
#print axioms RotationalBarrier.barrierHeight_six
#print axioms RotationalBarrier.no_maximum_at_two
```

```
'RotationalBarrier.rotational_barrier' depends on axioms: [propext, Classical.choice, Quot.sound]
'RotationalBarrier.above_curve_iff' depends on axioms: [propext, Classical.choice, Quot.sound]
'RotationalBarrier.barrierHeight_six' depends on axioms: [propext, Classical.choice, Quot.sound]
'RotationalBarrier.no_maximum_at_two' depends on axioms: [propext, Classical.choice, Quot.sound]
```
